# Nonunique potentials for nondegenerate lattice ground states with fewer occupied configurations than sites

When a density of spinless fermions on a finite lattice is inverted for its external potential, one way to detect a nonunique answer is to expand the ground state found in configurations of occupied sites and count the nonzero coefficients. If that state is nondegenerate and has fewer nonzero coefficients in this basis than there are sites, the potential is not fixed even up to an additive constant: it can be changed in a nonconstant direction while the state, and so its density, stays the same.

## Changing the potential without changing the state

Place N ≥ 1 spinless fermions on L sites, numbered 0 to L − 1. A configuration S is a set of N occupied sites, and a state ψ has one complex coefficient ψ_S for each configuration. Call S occupied in ψ if ψ_S ≠ 0. A real potential u acts by

(V(u)ψ)_S = (Σ_{i∈S} u_i) ψ_S,

and the Hamiltonian is H(v) = H0 + V(v), where H0 is Hermitian. Let ψ be a nondegenerate ground state of H(v) with energy E and fewer than L occupied configurations.

First find u. Require

Σ_{i∈S} u_i = 0 for every S with ψ_S ≠ 0.

These are fewer than L real linear equations in L unknowns, so there is a solution u ≠ 0. Since ψ ≠ 0, at least one equation is present. If u had the constant value c, that equation would read N c = 0, giving c = 0, a contradiction. So u is nonconstant, V(u)ψ = 0, and for every real s

H(v + s u)ψ = H(v)ψ + s V(u)ψ = Eψ.

It remains to show that no other state reaches E or falls below it when |s| is small. Put A = H(v) − E, so that ⟨φ, Aφ⟩ ≥ 0 for all φ. If ⟨φ, Aφ⟩ = 0, then for every real t

0 ≤ ⟨φ + tAφ, A(φ + tAφ)⟩ = 2t‖Aφ‖² + t²⟨Aφ, A(Aφ)⟩.

For small negative t the linear term dominates, so Aφ = 0. A unit vector orthogonal to ψ with mean energy E would therefore be an eigenvector with energy E, hence a multiple of ψ, which is impossible. The unit vectors orthogonal to ψ form a compact set, so their mean energy has a minimum m > E. If there are none, take m = E + 1.

Choose M ≥ 0 with ‖V(u)χ‖ ≤ M‖χ‖ for all χ. For χ orthogonal to ψ,

⟨χ, H(v + s u)χ⟩ ≥ (m − |s|M)‖χ‖².

If |s| < δ = (m − E)/(M + 1), then m′ = m − |s|M > E.

Finally, write H′ = H(v + s u) and split any state as φ = aψ + χ with χ orthogonal to ψ. The cross terms vanish because H′ is Hermitian and H′ψ = Eψ, so

⟨φ, H′φ⟩ = E‖aψ‖² + ⟨χ, H′χ⟩ ≥ E‖φ‖².

If H′φ = Eφ, then H′χ = Eχ, so E‖χ‖² ≥ m′‖χ‖² and χ = 0. Thus ψ is still the nondegenerate ground state.

There is also a constraint in the other direction. If H(v)ψ = Eψ and H(w)ψ = E′ψ, subtracting the two equations and dividing by ψ_S ≠ 0 gives

Σ_{i∈S} w_i − Σ_{i∈S} v_i = E′ − E.

## Ground states and their gap in Lean

The stability argument is stated for a complex inner product space `V`, with finite dimension added where compactness or boundedness needs it. In the code `V` always means this space; the operator V(u) from above is called `potential u`.

```lean
import Mathlib

open Finset

namespace LatticePotentialNonuniqueness

noncomputable section

variable {V : Type*} [NormedAddCommGroup V] [InnerProductSpace ℂ V]
```

The next structure defines a nondegenerate ground state. Vectors need not be normalised, so for a trial vector φ of any length `lowest` compares the expectation value with E‖φ‖².

```lean
/-- The state `ψ` is a nonzero eigenvector of `H` with energy `E`, no state has a lower mean energy
(the real part of the expectation value), and every eigenvector with energy `E` is a multiple of
`ψ`. -/
structure IsNondegenerateGroundState (H : V →ₗ[ℂ] V) (E : ℝ) (ψ : V) : Prop where
  ne_zero : ψ ≠ 0
  eigen : H ψ = (E : ℂ) • ψ
  lowest : ∀ φ, E * ‖φ‖ ^ 2 ≤ (inner ℂ φ (H φ)).re
  unique : ∀ φ, H φ = (E : ℂ) • φ → ∃ a : ℂ, φ = a • ψ

/-- The real part of the overlap of a state with itself is its squared norm. -/
theorem re_inner_self (x : V) : (inner ℂ x x).re = ‖x‖ ^ 2 :=
  inner_self_eq_norm_sq (𝕜 := ℂ) x
```

`IsSymmetric` expresses that an operator is Hermitian. The following proof uses the quadratic in t from above, but concludes from its discriminant: a quadratic that is never negative has discriminant at most zero, which forces ‖Aφ‖ = 0.

```lean
/-- A Hermitian operator with nonnegative expectation values annihilates every state in which
its expectation value vanishes. -/
theorem apply_eq_zero_of_expectation_eq_zero {A : V →ₗ[ℂ] V} (hA : A.IsSymmetric)
    (hpos : ∀ φ, 0 ≤ (inner ℂ φ (A φ)).re) {φ : V} (h0 : (inner ℂ φ (A φ)).re = 0) :
    A φ = 0 := by
  -- vary the state along `A φ`; the resulting quadratic in `t` is nonnegative
  have key : ∀ t : ℝ, 0 ≤ (inner ℂ (A φ) (A (A φ))).re * (t * t)
      + (2 * ‖A φ‖ ^ 2) * t + 0 := by
    intro t
    have h := hpos (φ + (t : ℂ) • A φ)
    have h1 : inner ℂ φ (A (A φ)) = inner ℂ (A φ) (A φ) := (hA φ (A φ)).symm
    simp only [map_add, map_smul, inner_add_left, inner_add_right, inner_smul_left,
      inner_smul_right, Complex.conj_ofReal, Complex.add_re, Complex.re_ofReal_mul,
      h1, re_inner_self, h0] at h
    linarith
  have hd := discrim_le_zero key
  unfold discrim at hd
  have h2 : (‖A φ‖ ^ 2) ^ 2 = 0 := le_antisymm (by linarith) (sq_nonneg _)
  exact norm_eq_zero.mp (pow_eq_zero_iff two_ne_zero |>.mp (pow_eq_zero_iff two_ne_zero |>.mp h2))
```

Next comes the gap. The set `K` holds the unit vectors orthogonal to ψ, `hlt` puts their energies strictly above E, and compactness supplies the minimum. Rescaling extends the bound to vectors of any length.

```lean
/-- In finite dimension, a nondegenerate ground state of a Hermitian `H` is separated by a gap:
all states orthogonal to it have mean energy at least some `m > E`. -/
theorem exists_gap [FiniteDimensional ℂ V] {H : V →ₗ[ℂ] V} (hH : H.IsSymmetric) {E : ℝ} {ψ : V}
    (h : IsNondegenerateGroundState H E ψ) :
    ∃ m, E < m ∧ ∀ χ, inner ℂ ψ χ = 0 → m * ‖χ‖ ^ 2 ≤ (inner ℂ χ (H χ)).re := by
  have : ProperSpace V := FiniteDimensional.proper ℂ V
  let A : V →ₗ[ℂ] V := H - (E : ℂ) • LinearMap.id
  have hAv : ∀ x, A x = H x - (E : ℂ) • x := fun _ => rfl
  have hA : A.IsSymmetric := by
    intro x y
    simp only [hAv, inner_sub_left, inner_sub_right, inner_smul_left, inner_smul_right,
      Complex.conj_ofReal, hH x y]
  have hAe : ∀ x, (inner ℂ x (A x)).re = (inner ℂ x (H x)).re - E * ‖x‖ ^ 2 := by
    intro x
    simp only [hAv, inner_sub_right, inner_smul_right, Complex.sub_re, Complex.re_ofReal_mul,
      re_inner_self]
  let K : Set V := Metric.sphere 0 1 ∩ {χ | inner ℂ ψ χ = 0}
  have hK : IsCompact K := (isCompact_sphere 0 1).inter_right
    (isClosed_eq (continuous_const.inner continuous_id) continuous_const)
  have hc : Continuous fun x : V => (inner ℂ x (H x)).re :=
    Complex.continuous_re.comp (continuous_id.inner H.continuous_of_finiteDimensional)
  -- unit vectors orthogonal to `ψ` lie strictly above `E`
  have hlt : ∀ x ∈ K, E < (inner ℂ x (H x)).re := by
    rintro x ⟨hx1, hx0⟩
    have hn : ‖x‖ = 1 := by simpa using hx1
    have hx0' : inner ℂ ψ x = 0 := hx0
    have hl := h.lowest x
    rw [hn, one_pow, mul_one] at hl
    refine lt_of_le_of_ne hl fun he => ?_
    have hz : A x = 0 := apply_eq_zero_of_expectation_eq_zero hA
      (fun y => by rw [hAe]; linarith [h.lowest y]) (by rw [hAe, hn, ← he]; ring)
    obtain ⟨a, rfl⟩ := h.unique x (sub_eq_zero.mp hz)
    rw [inner_smul_right] at hx0'
    have ha := (mul_eq_zero.mp hx0').resolve_right (inner_self_ne_zero.mpr h.ne_zero)
    rw [ha, zero_smul, norm_zero] at hn
    exact zero_ne_one hn
  obtain ⟨m, hm, hmin⟩ : ∃ m, E < m ∧ ∀ x ∈ K, m ≤ (inner ℂ x (H x)).re := by
    rcases K.eq_empty_or_nonempty with he | hne
    · exact ⟨E + 1, by linarith, fun x hx => by rw [he] at hx; exact hx.elim⟩
    · obtain ⟨x, hx, hxm⟩ := hK.exists_isMinOn hne hc.continuousOn
      exact ⟨_, hlt x hx, fun y hy => isMinOn_iff.mp hxm y hy⟩
  refine ⟨m, hm, fun χ hχ => ?_⟩
  by_cases hz : χ = 0
  · simp [hz]
  -- rescale to the unit sphere
  have hn : ‖χ‖ ≠ 0 := norm_ne_zero_iff.mpr hz
  have hx := hmin (((‖χ‖⁻¹ : ℝ) : ℂ) • χ) ⟨by
    rw [mem_sphere_zero_iff_norm, norm_smul, Complex.norm_real, norm_inv, norm_norm,
      inv_mul_cancel₀ hn], by
    change inner ℂ ψ (((‖χ‖⁻¹ : ℝ) : ℂ) • χ) = 0
    rw [inner_smul_right, hχ, mul_zero]⟩
  simp only [map_smul, inner_smul_left, inner_smul_right, Complex.conj_ofReal,
    Complex.re_ofReal_mul] at hx
  calc m * ‖χ‖ ^ 2 ≤ (‖χ‖⁻¹ * (‖χ‖⁻¹ * (inner ℂ χ (H χ)).re)) * ‖χ‖ ^ 2 :=
        mul_le_mul_of_nonneg_right hx (sq_nonneg _)
    _ = (inner ℂ χ (H χ)).re := by field_simp
```

The converse, in which `K` is no longer a set but an operator in the role of H′, uses the splitting φ = aψ + χ. Its two main branches prove the energy bound and the uniqueness of the eigenvector.

```lean
/-- A nonzero eigenvector of a Hermitian `K` is a nondegenerate ground state if all states
orthogonal to it have mean energy at least some `m > E`. -/
theorem groundState_of_gap {K : V →ₗ[ℂ] V} (hK : K.IsSymmetric) {E m : ℝ} {ψ : V} (hψ : ψ ≠ 0)
    (hE : K ψ = (E : ℂ) • ψ) (hm : E < m)
    (hgap : ∀ χ, inner ℂ ψ χ = 0 → m * ‖χ‖ ^ 2 ≤ (inner ℂ χ (K χ)).re) :
    IsNondegenerateGroundState K E ψ := by
  -- split a state into its part along `ψ` and an orthogonal rest
  have split : ∀ φ, ∃ (a : ℂ) (χ : V), inner ℂ ψ χ = 0 ∧ φ = a • ψ + χ := by
    intro φ
    refine ⟨inner ℂ ψ φ / inner ℂ ψ ψ, φ - (inner ℂ ψ φ / inner ℂ ψ ψ) • ψ, ?_, by abel⟩
    rw [inner_sub_right, inner_smul_right, div_mul_cancel₀ _ (inner_self_ne_zero.mpr hψ),
      sub_self]
  refine ⟨hψ, hE, fun φ => ?_, fun φ hφ => ?_⟩
  · obtain ⟨a, χ, h0, rfl⟩ := split φ
    have hp : K (a • ψ) = (E : ℂ) • (a • ψ) := by rw [map_smul, hE, smul_comm]
    have h1 : inner ℂ (a • ψ) (K χ) = 0 := by
      rw [inner_smul_left, ← hK ψ χ, hE, inner_smul_left, h0, mul_zero, mul_zero]
    have h2 : inner ℂ (a • ψ) χ = 0 := by rw [inner_smul_left, h0, mul_zero]
    have h3 : inner ℂ χ (a • ψ) = 0 := inner_eq_zero_symm.mp h2
    have e1 : (inner ℂ (a • ψ + χ) (K (a • ψ + χ))).re
        = E * ‖a • ψ‖ ^ 2 + (inner ℂ χ (K χ)).re := by
      rw [map_add, hp, inner_add_left, inner_add_right, inner_add_right,
        inner_smul_right _ _ (E : ℂ), inner_smul_right _ _ (E : ℂ), h1, h3]
      simp only [mul_zero, add_zero, zero_add, Complex.add_re, Complex.re_ofReal_mul,
        re_inner_self]
    have e2 : ‖a • ψ + χ‖ ^ 2 = ‖a • ψ‖ ^ 2 + ‖χ‖ ^ 2 := by
      rw [← re_inner_self (a • ψ + χ), inner_add_left, inner_add_right, inner_add_right, h2, h3]
      simp only [add_zero, zero_add, Complex.add_re, re_inner_self]
    rw [e1, e2]
    linarith [hgap χ h0, mul_le_mul_of_nonneg_right hm.le (sq_nonneg ‖χ‖)]
  · obtain ⟨a, χ, h0, rfl⟩ := split φ
    rw [map_add, map_smul, hE, smul_add, smul_comm a (E : ℂ) ψ] at hφ
    have g := hgap χ h0
    rw [add_left_cancel hφ, inner_smul_right, Complex.re_ofReal_mul, re_inner_self] at g
    have hz : χ = 0 := by
      by_contra hne
      have hpos : 0 < ‖χ‖ ^ 2 := pow_pos (norm_pos_iff.mpr hne) 2
      linarith [mul_lt_mul_of_pos_right hm hpos]
    exact ⟨a, by rw [hz, add_zero]⟩
```

Together these give stability under any Hermitian `W` that annihilates ψ. The operator norm of `W` serves as M, and δ is the value found above.

```lean
/-- In finite dimension, a Hermitian perturbation `W` that annihilates the nondegenerate ground
state of a Hermitian `H` leaves it the nondegenerate ground state at weak coupling. -/
theorem groundState_stable [FiniteDimensional ℂ V] {H W : V →ₗ[ℂ] V} (hH : H.IsSymmetric)
    (hW : W.IsSymmetric) {E : ℝ} {ψ : V} (h : IsNondegenerateGroundState H E ψ) (h0 : W ψ = 0) :
    ∃ δ > 0, ∀ s : ℝ, |s| < δ → IsNondegenerateGroundState (H + (s : ℂ) • W) E ψ := by
  obtain ⟨m, hm, hgap⟩ := exists_gap hH h
  obtain ⟨M, hM, hb⟩ : ∃ M : ℝ, 0 ≤ M ∧ ∀ χ, ‖W χ‖ ≤ M * ‖χ‖ :=
    ⟨‖LinearMap.toContinuousLinearMap W‖, norm_nonneg _,
      fun χ => (LinearMap.toContinuousLinearMap W).le_opNorm χ⟩
  have hbound : ∀ χ, |(inner ℂ χ (W χ)).re| ≤ M * ‖χ‖ ^ 2 := fun χ =>
    calc |(inner ℂ χ (W χ)).re| ≤ ‖inner ℂ χ (W χ)‖ := Complex.abs_re_le_norm _
      _ ≤ ‖χ‖ * ‖W χ‖ := norm_inner_le_norm _ _
      _ ≤ ‖χ‖ * (M * ‖χ‖) := mul_le_mul_of_nonneg_left (hb χ) (norm_nonneg _)
      _ = M * ‖χ‖ ^ 2 := by ring
  refine ⟨(m - E) / (M + 1), div_pos (by linarith) (by linarith), fun s hs => ?_⟩
  rw [lt_div_iff₀ (by linarith)] at hs
  -- the gap shrinks by at most `|s| M`
  refine groundState_of_gap (m := m - |s| * M) ?_ h.ne_zero ?_ ?_ fun χ hχ => ?_
  · intro x y
    simp only [LinearMap.add_apply, LinearMap.smul_apply, inner_add_left, inner_add_right,
      inner_smul_left, inner_smul_right, Complex.conj_ofReal, hH x y, hW x y]
  · rw [LinearMap.add_apply, LinearMap.smul_apply, h0, smul_zero, add_zero, h.eigen]
  · linarith [abs_nonneg s]
  · simp only [LinearMap.add_apply, LinearMap.smul_apply, inner_add_right, inner_smul_right,
      Complex.add_re, Complex.re_ofReal_mul]
    have h1 := neg_abs_le (s * (inner ℂ χ (W χ)).re)
    rw [abs_mul] at h1
    linarith [hgap χ hχ, mul_le_mul_of_nonneg_left (hbound χ) (abs_nonneg s)]
```

## Fermions, potentials and the counting condition

Configurations are N-element subsets of `Fin L`, so each site holds at most one particle.

```lean
/-- A configuration of `N` fermions on `L` sites is the set of occupied sites. -/
abbrev Config (L N : ℕ) := {S : Finset (Fin L) // S.card = N}

/-- The state space of `N` fermions on `L` sites, one complex coefficient per configuration. -/
abbrev FermionSpace (L N : ℕ) := EuclideanSpace ℂ (Config L N)

variable {L N : ℕ}

/-- The external potential multiplies the coefficient of each configuration by the sum of `v`
over its occupied sites. -/
def potential (v : Fin L → ℝ) : FermionSpace L N →ₗ[ℂ] FermionSpace L N where
  toFun ψ := WithLp.toLp 2 fun S => ((∑ i ∈ S.1, v i : ℝ) : ℂ) * ψ S
  map_add' x y := by ext S; exact mul_add _ _ _
  map_smul' a x := by ext S; exact mul_left_comm _ _ _
```

`H0` may be any Hermitian operator on this space. Hopping and interactions, with their fermionic signs, enter through its matrix elements.

```lean
/-- The lattice Hamiltonian `H(v)`: hopping and interaction `H0` plus the external potential. -/
def hamiltonian (H0 : FermionSpace L N →ₗ[ℂ] FermionSpace L N) (v : Fin L → ℝ) :
    FermionSpace L N →ₗ[ℂ] FermionSpace L N := H0 + potential v

/-- A real external potential is a Hermitian operator. -/
theorem potential_isSymmetric (v : Fin L → ℝ) :
    (potential v : FermionSpace L N →ₗ[ℂ] FermionSpace L N).IsSymmetric := by
  intro x y
  simp only [PiLp.inner_apply, RCLike.inner_apply]
  refine Finset.sum_congr rfl fun S _ => ?_
  simp only [potential, LinearMap.coe_mk, AddHom.coe_mk, map_mul, Complex.conj_ofReal]
  ring
```

The map `T` below sends u to its sums over the occupied configurations. Comparing dimensions shows that `T` is not injective, which yields the nonzero u. The case of constant u is then excluded using N ≥ 1.

```lean
/-- For `N ≥ 1`, a nonzero state with fewer than `L` nonzero coefficients is annihilated by some
nonconstant potential. -/
theorem exists_silent_potential (hN : 1 ≤ N) {ψ : FermionSpace L N} (hψ : ψ ≠ 0)
    (hcard : Nat.card {S : Config L N // ψ S ≠ 0} < L) :
    ∃ u : Fin L → ℝ, (∃ i j, u i ≠ u j) ∧ potential u ψ = 0 := by
  classical
  -- one linear equation for each occupied configuration
  let T : (Fin L → ℝ) →ₗ[ℝ] ({S : Config L N // ψ S ≠ 0} → ℝ) :=
    { toFun := fun u S => ∑ i ∈ S.1.1, u i
      map_add' := fun u w => by ext S; exact Finset.sum_add_distrib
      map_smul' := fun a u => by ext S; exact (Finset.mul_sum _ _ _).symm }
  have hT : ¬ Function.Injective T := by
    intro h
    have h1 := LinearMap.finrank_le_finrank_of_injective h
    rw [Module.finrank_fintype_fun_eq_card, Module.finrank_fintype_fun_eq_card,
      Fintype.card_fin, ← Nat.card_eq_fintype_card] at h1
    omega
  rw [injective_iff_map_eq_zero] at hT
  push Not at hT
  obtain ⟨u, hu, hu0⟩ := hT
  have hsum : ∀ S : Config L N, ψ S ≠ 0 → ∑ i ∈ S.1, u i = 0 :=
    fun S hS => congrFun hu ⟨S, hS⟩
  refine ⟨u, ?_, ?_⟩
  · by_contra hc
    push Not at hc
    obtain ⟨S, hS⟩ : ∃ S, ψ S ≠ 0 := by
      by_contra hall
      push Not at hall
      exact hψ (by ext S; exact hall S)
    -- a constant solution `c` would satisfy `N c = 0`
    refine hu0 (funext fun j => ?_)
    have h := hsum S hS
    rw [Finset.sum_congr rfl (fun i _ => hc i j), Finset.sum_const, S.2, nsmul_eq_mul] at h
    exact (mul_eq_zero.mp h).resolve_left (Nat.cast_ne_zero.mpr (by omega))
  · ext S
    change ((∑ i ∈ S.1, u i : ℝ) : ℂ) * ψ S = 0
    by_cases hS : ψ S = 0
    · rw [hS, mul_zero]
    · rw [hsum S hS, Complex.ofReal_zero, zero_mul]
```

The main theorem combines this u with the stability result, after checking that H(v + s u) = H(v) + s V(u).

```lean
/-- Let `N ≥ 1`, `H0` be Hermitian and `ψ` a nondegenerate ground state of `H(v)` with fewer than
`L` nonzero coefficients. Then for some nonconstant `u` it is a nondegenerate ground state of
`H(v + s u)`, with the same energy, for all small `|s|`. -/
theorem exists_nonconstant_direction (hN : 1 ≤ N)
    {H0 : FermionSpace L N →ₗ[ℂ] FermionSpace L N} (hH0 : H0.IsSymmetric) {v : Fin L → ℝ}
    {E : ℝ} {ψ : FermionSpace L N} (h : IsNondegenerateGroundState (hamiltonian H0 v) E ψ)
    (hcard : Nat.card {S : Config L N // ψ S ≠ 0} < L) :
    ∃ u : Fin L → ℝ, (∃ i j, u i ≠ u j) ∧ ∃ δ > 0, ∀ s : ℝ, |s| < δ →
      IsNondegenerateGroundState (hamiltonian H0 (v + s • u)) E ψ := by
  obtain ⟨u, hu, hu0⟩ := exists_silent_potential hN h.ne_zero hcard
  obtain ⟨δ, hδ, hs⟩ := groundState_stable (hH0.add (potential_isSymmetric v))
    (potential_isSymmetric u) h hu0
  refine ⟨u, hu, δ, hδ, fun s hsδ => ?_⟩
  -- the Hamiltonian is affine in the potential
  have e : hamiltonian H0 (v + s • u) = H0 + potential v + (s : ℂ) • potential u := by
    refine LinearMap.ext fun φ => ?_
    ext S
    change H0 φ S + ((∑ i ∈ S.1, (v i + s * u i) : ℝ) : ℂ) * φ S
      = H0 φ S + ((∑ i ∈ S.1, v i : ℝ) : ℂ) * φ S
        + (s : ℂ) * (((∑ i ∈ S.1, u i : ℝ) : ℂ) * φ S)
    rw [Finset.sum_add_distrib, ← Finset.mul_sum, Complex.ofReal_add, Complex.ofReal_mul]
    ring
  rw [e]
  exact hs s hsδ
```

The counting condition is assumed, not derived from `H0`. When N < L, a state with all coefficients nonzero has at least L of them, so the theorem needs coefficients that vanish exactly, for instance by symmetry; merely small ones do not qualify. The range δ depends on the gap and may be narrow.

The last theorem is the constraint on two potentials that share an eigenvector. It needs neither a ground state nor a Hermitian `H0`.

```lean
/-- If `ψ` is an eigenvector of both `H(v)` and `H(w)`, with real eigenvalues, the two potential
energies differ by the difference of the eigenvalues on every configuration with nonzero
coefficient. -/
theorem potential_difference_on_support {H0 : FermionSpace L N →ₗ[ℂ] FermionSpace L N}
    {v w : Fin L → ℝ} {E E' : ℝ} {ψ : FermionSpace L N}
    (hv : hamiltonian H0 v ψ = (E : ℂ) • ψ) (hw : hamiltonian H0 w ψ = (E' : ℂ) • ψ)
    (S : Config L N) (hS : ψ S ≠ 0) :
    ∑ i ∈ S.1, w i - ∑ i ∈ S.1, v i = E' - E := by
  have a : H0 ψ S + ((∑ i ∈ S.1, v i : ℝ) : ℂ) * ψ S = (E : ℂ) * ψ S :=
    congrArg (fun φ : FermionSpace L N => φ S) hv
  have b : H0 ψ S + ((∑ i ∈ S.1, w i : ℝ) : ℂ) * ψ S = (E' : ℂ) * ψ S :=
    congrArg (fun φ : FermionSpace L N => φ S) hw
  apply Complex.ofReal_injective
  rw [Complex.ofReal_sub, Complex.ofReal_sub]
  exact mul_right_cancel₀ hS (by linear_combination b - a)

end

end LatticePotentialNonuniqueness
```

```lean
#print axioms LatticePotentialNonuniqueness.groundState_stable
-- 'LatticePotentialNonuniqueness.groundState_stable' depends on axioms: [propext, Classical.choice, Quot.sound]
#print axioms LatticePotentialNonuniqueness.exists_nonconstant_direction
-- 'LatticePotentialNonuniqueness.exists_nonconstant_direction' depends on axioms: [propext, Classical.choice, Quot.sound]
#print axioms LatticePotentialNonuniqueness.potential_difference_on_support
-- 'LatticePotentialNonuniqueness.potential_difference_on_support' depends on axioms: [propext, Classical.choice, Quot.sound]
```
